# On a qudit chain, clock operators with shift strings exchange with one factor w, in chain order

If I reorder two parafermion operators on a qutrit chain with w where w⁻¹ belongs, the product gets the wrong phase, and terms that should cancel in a commutator no longer do. Qubits never warned me about this, because −1 is its own inverse. I have a shift X_j and a clock Z_j on each site, with Z_j X_j = w X_j Z_j and w = exp(2πi/3), and I attach a string of shifts to each clock as in Jordan-Wigner. Is it really the same w for every ordered pair, including the two operators on one site? And why does the second operator of a site square to −1 for qubits, while its cube is 1 for qutrits?

## One crossing for each pair, and a phase from reordering

Yes, it is the same w, provided that the operators are taken in their order along the chain. Number the sites from 0 to L−1, let each have d levels, and now let w be any number with w^d = 1. Assume Z_j X_j = w X_j Z_j and X_j^d = Z_j^d = 1 on each site, and that operators on different sites commute. Define

S_j = X_0 X_1 ... X_(j−1), S_0 = 1

a_j = S_j Z_j, b_j = a_j X_j

and order them as a_0, b_0, a_1, b_1, and so on.

**Different sites.** Let j < k. The earlier operator is S_j Z_j X_j^r and the later one is S_k Z_k X_k^t, with r and t equal to 0 or 1. Shifts commute with each other, and S_j contains no shift of site k, so it commutes with Z_k. Between a factor of the earlier operator and a factor of the later one, the only failure to commute is that of Z_j with the single X_j inside S_k:

Z_j S_k = w S_k Z_j

Hence pq = w qp for the earlier p and the later q.

**Same site.** Since S_j commutes with X_j,

a_j X_j = S_j Z_j X_j = w X_j a_j

a_j b_j = a_j (a_j X_j) = w a_j X_j a_j = w b_j a_j

**Powers.** The shifts in S_j commute, so S_j^d = 1. As S_j also commutes with Z_j, a_j^d = S_j^d Z_j^d = 1. For b_j, drop the site index and move one X through n clocks, Z^n X = w^n X Z^n. If (XZ)^n = w^(n(n−1)/2) X^n Z^n, then

(XZ)^(n+1) = w^(n(n−1)/2) X^n (Z^n X) Z = w^(n(n−1)/2 + n) X^(n+1) Z^(n+1)

and the new exponent is (n+1)n/2, which completes the induction. Therefore

b_j^d = S_j^d (Z_j X_j)^d = w^d (X_j Z_j)^d = w^(d(d−1)/2)

For d = 3 this is w³ = 1. For d = 2 and w = −1 it is −1: any two different operators anticommute, with a_j² = 1 and b_j² = −1. For unitary X_j and Z_j, the Majorana operators are a_j and i b_j, which are Hermitian and square to 1. In general, if ν^d = w^(d(d−1)/2), then

(ν b_j)^d = w^(d(d−1)) = 1

For d > 0 the map can be undone:

a_j^(d−1) b_j = a_j^d X_j = X_j

S_j^(d−1) a_j = S_j^d Z_j = Z_j

Here is the Lean file with these statements and their proofs.

```lean
import Mathlib

open Finset

namespace FradkinKadanoff

noncomputable section

variable {A : Type*} [Ring A] [Algebra ℂ A]

/-- The exchange relation `p q = w q p` between two operators. -/
def QCommute (w : ℂ) (p q : A) : Prop := p * q = w • (q * p)

/-- Shift operators `X j` and clock operators `Z j` on the sites `j < L` of a chain of
`d`-level systems, with exchange factor `w`; operators on different sites commute. -/
structure IsClockShiftChain (L d : ℕ) (w : ℂ) (X Z : ℕ → A) : Prop where
  root : w ^ d = 1
  weyl : ∀ j < L, QCommute w (Z j) (X j)
  shift_pow : ∀ j < L, X j ^ d = 1
  clock_pow : ∀ j < L, Z j ^ d = 1
  shift_comm : ∀ j < L, ∀ k < L, Commute (X j) (X k)
  clock_comm : ∀ j < L, ∀ k < L, Commute (Z j) (Z k)
  shift_clock_comm : ∀ j < L, ∀ k < L, j ≠ k → Commute (X j) (Z k)

/-- The string `X 0 * X 1 * ... * X (j - 1)` of shifts to the left of site `j`. -/
def shiftString (X : ℕ → A) : ℕ → A
  | 0 => 1
  | j + 1 => shiftString X j * X j

/-- The first parafermion of site `j`: the string of shifts times the clock `Z j`. -/
def paraA (X Z : ℕ → A) (j : ℕ) : A := shiftString X j * Z j

/-- The second parafermion of site `j`: the first one times the shift `X j`. -/
def paraB (X Z : ℕ → A) (j : ℕ) : A := paraA X Z j * X j

/-- The parafermions in their order along the chain: `a 0, b 0, a 1, b 1, ...`. -/
def parafermion (X Z : ℕ → A) (m : ℕ) : A :=
  if m % 2 = 0 then paraA X Z (m / 2) else paraB X Z (m / 2)

/-- An exchange relation survives when its left partner is multiplied on both sides by
operators that commute with the right partner. -/
theorem QCommute.dress_left {w : ℂ} {p q c e : A} (h : QCommute w p q)
    (hc : Commute c q) (he : Commute e q) : QCommute w (c * p * e) q := by
  have h' : p * q = w • (q * p) := h
  calc c * p * e * q = c * (p * q) * e := by
        rw [mul_assoc (c * p) e q, he.eq]; simp only [mul_assoc]
    _ = w • ((c * q) * (p * e)) := by
        rw [h']; simp only [mul_smul_comm, smul_mul_assoc, mul_assoc]
    _ = w • (q * (c * p * e)) := by rw [hc.eq]; simp only [mul_assoc]

/-- An exchange relation survives when its right partner is multiplied on both sides by
operators that commute with the left partner. -/
theorem QCommute.dress_right {w : ℂ} {p q c e : A} (h : QCommute w p q)
    (hc : Commute p c) (he : Commute p e) : QCommute w p (c * q * e) := by
  have h' : p * q = w • (q * p) := h
  calc p * (c * q * e) = (p * c) * (q * e) := by simp only [mul_assoc]
    _ = c * (p * q) * e := by rw [hc.eq]; simp only [mul_assoc]
    _ = w • (c * q * (p * e)) := by
        rw [h']; simp only [mul_smul_comm, smul_mul_assoc, mul_assoc]
    _ = w • (c * q * e * p) := by rw [he.eq]; simp only [mul_assoc]

/-- Reordering a power: if `z x = w x z`, then `(x z)^n = w^(n(n-1)/2) x^n z^n`. -/
theorem QCommute.weyl_pow {w : ℂ} {z x : A} (h : QCommute w z x) (n : ℕ) :
    (x * z) ^ n = w ^ (n * (n - 1) / 2) • (x ^ n * z ^ n) := by
  have h' : z * x = w • (x * z) := h
  -- moving one `x` to the left through `n` factors `z` gives `w ^ n`
  have move : ∀ n : ℕ, z ^ n * x = w ^ n • (x * z ^ n) := by
    intro n
    induction n with
    | zero => simp
    | succ n ih =>
      calc z ^ (n + 1) * x = z ^ n * (z * x) := by rw [pow_succ, mul_assoc]
        _ = w • ((z ^ n * x) * z) := by rw [h', mul_smul_comm, mul_assoc]
        _ = w ^ (n + 1) • (x * z ^ (n + 1)) := by
          rw [ih, smul_mul_assoc, smul_smul, mul_assoc, ← pow_succ, ← pow_succ']
  induction n with
  | zero => simp
  | succ n ih =>
    calc (x * z) ^ (n + 1)
        = w ^ (n * (n - 1) / 2) • (x ^ n * (z ^ n * x) * z) := by
          rw [pow_succ, ih, smul_mul_assoc]; simp only [mul_assoc]
      _ = w ^ (n * (n - 1) / 2 + n) • (x ^ (n + 1) * z ^ (n + 1)) := by
          rw [move, mul_smul_comm, smul_mul_assoc, smul_smul, ← pow_add,
            pow_succ x, pow_succ z]
          simp only [mul_assoc]
      _ = _ := by rw [Nat.triangle_succ]

omit [Algebra ℂ A] in
/-- A string commutes with every operator that commutes with each of its shifts. -/
theorem shiftString_commute {X : ℕ → A} {c : A} {j : ℕ}
    (hc : ∀ k < j, Commute (X k) c) : Commute (shiftString X j) c := by
  induction j with
  | zero => exact Commute.one_left c
  | succ j ih => exact (ih fun k hk => hc k (by omega)).mul_left (hc j (by omega))

variable {L d : ℕ} {w : ℂ} {X Z : ℕ → A}

/-- On a clock-shift chain, moving a clock operator from the left to the right of a string that
contains the shift of its own site gives the factor `w`: `Z_j S_k = w S_k Z_j`. -/
theorem clock_string (h : IsClockShiftChain L d w X Z) {j k : ℕ} (hjk : j < k)
    (hk : k ≤ L) : QCommute w (Z j) (shiftString X k) := by
  induction k with
  | zero => omega
  | succ k ih =>
    rcases (by omega : j < k ∨ j = k) with hlt | heq
    · have q := (ih hlt (by omega)).dress_right (Commute.one_right _)
        (h.shift_clock_comm k (by omega) j (by omega) (by omega)).symm
      rw [one_mul] at q
      exact q
    · rw [heq]
      have hs : Commute (shiftString X k) (Z k) := shiftString_commute fun i hi =>
        h.shift_clock_comm i (by omega) k (by omega) (by omega)
      have q := (h.weyl k (by omega)).dress_right hs.symm (Commute.one_right _)
      rw [mul_one] at q
      exact q

/-- The `d`-th powers on each site of the chain: the string and the first parafermion give
`1`, the second parafermion gives `w^(d(d-1)/2)`. -/
theorem parafermion_powers (h : IsClockShiftChain L d w X Z) {j : ℕ} (hj : j < L) :
    shiftString X j ^ d = 1 ∧ paraA X Z j ^ d = 1 ∧
      paraB X Z j ^ d = w ^ (d * (d - 1) / 2) • (1 : A) := by
  have hS : ∀ k, k ≤ L → shiftString X k ^ d = 1 := by
    intro k
    induction k with
    | zero => intro _; exact one_pow d
    | succ k ih =>
      intro hk
      have hc : Commute (shiftString X k) (X k) := shiftString_commute fun i hi =>
        h.shift_comm i (by omega) k (by omega)
      change (shiftString X k * X k) ^ d = 1
      rw [hc.mul_pow, ih (by omega), h.shift_pow k (by omega), one_mul]
  have hX : Commute (shiftString X j) (X j) := shiftString_commute fun i hi =>
    h.shift_comm i (by omega) j hj
  have hZ : Commute (shiftString X j) (Z j) := shiftString_commute fun i hi =>
    h.shift_clock_comm i (by omega) j hj (by omega)
  have hw : Z j * X j = w • (X j * Z j) := h.weyl j hj
  refine ⟨hS j hj.le, ?_, ?_⟩
  · rw [paraA, hZ.mul_pow, hS j hj.le, h.clock_pow j hj, one_mul]
  · rw [paraB, paraA, mul_assoc, (hZ.mul_right hX).mul_pow, hS j hj.le, one_mul, hw,
      smul_pow, h.root, one_smul, (h.weyl j hj).weyl_pow, h.shift_pow j hj,
      h.clock_pow j hj, one_mul]

/-- Fradkin-Kadanoff map: on a clock-shift chain of `L` sites the `2 L` parafermions obey
`p q = w q p` for `p` before `q`, with `a_j^d = 1` and `b_j^d = w^(d(d-1)/2)`. -/
theorem fradkin_kadanoff (h : IsClockShiftChain L d w X Z) :
    (∀ m n, m < n → n < 2 * L →
      parafermion X Z m * parafermion X Z n
        = w • (parafermion X Z n * parafermion X Z m)) ∧
    ∀ j < L, paraA X Z j ^ d = 1 ∧
      paraB X Z j ^ d = w ^ (d * (d - 1) / 2) • (1 : A) := by
  refine ⟨?_, fun j hj => (parafermion_powers h hj).2⟩
  have SX : ∀ i k, i ≤ L → k < L → Commute (shiftString X i) (X k) := fun i k hi hk =>
    shiftString_commute fun l hl => h.shift_comm l (by omega) k hk
  -- different sites: the clock on the left meets the string on the right
  have cross : ∀ j k, j < k → k < L → ∀ r t : ℕ,
      QCommute w (shiftString X j * Z j * X j ^ r) (shiftString X k * Z k * X k ^ t) := by
    intro j k hjk hk r t
    have hj : j < L := by omega
    have SS : Commute (shiftString X j) (shiftString X k) :=
      shiftString_commute fun i hi => (SX k i hk.le (by omega)).symm
    have SZ : Commute (shiftString X j) (Z k) := shiftString_commute fun i hi =>
      h.shift_clock_comm i (by omega) k hk (by omega)
    have q := (clock_string h hjk hk.le).dress_right (Commute.one_right _)
      ((h.clock_comm j hj k hk).mul_right
        ((h.shift_clock_comm k hk j hj (by omega)).symm.pow_right t))
    rw [one_mul, ← mul_assoc] at q
    exact q.dress_left ((SS.mul_right SZ).mul_right ((SX j k hj.le hk).pow_right t))
      ((((SX k j hk.le hj).symm.mul_right
        (h.shift_clock_comm j hj k hk (by omega))).mul_right
        ((h.shift_comm j hj k hk).pow_right t)).pow_left r)
  -- same site: the clock meets the extra shift
  have same : ∀ j < L, QCommute w (paraA X Z j) (paraB X Z j) := by
    intro j hj
    have q := (h.weyl j hj).dress_left (SX j j hj.le hj) (Commute.one_left _)
    rw [mul_one] at q
    have q' := q.dress_right (Commute.refl _) (Commute.one_right _)
    rw [mul_one] at q'
    exact q'
  have form : ∀ m, parafermion X Z m
      = shiftString X (m / 2) * Z (m / 2) * X (m / 2) ^ (m % 2) := by
    intro m
    rcases Nat.mod_two_eq_zero_or_one m with hm | hm <;>
      simp [parafermion, paraA, paraB, hm]
  intro m n hmn hn
  rcases (by omega : m / 2 < n / 2 ∨ (m / 2 = n / 2 ∧ m % 2 = 0 ∧ n % 2 = 1))
    with hlt | ⟨he, hm, hn'⟩
  · rw [form m, form n]
    exact cross _ _ hlt (by omega) _ _
  · have e1 : parafermion X Z m = paraA X Z (n / 2) := by simp [parafermion, hm, he]
    have e2 : parafermion X Z n = paraB X Z (n / 2) := by simp [parafermion, hn']
    rw [e1, e2]
    exact same _ (by omega)

/-- A phase `ν` with `ν^d = w^(d(d-1)/2)` normalises the second parafermion of a site of
the chain: `(ν b_j)^d = 1`. -/
theorem rescaled_pow (h : IsClockShiftChain L d w X Z) {ν : ℂ}
    (hν : ν ^ d = w ^ (d * (d - 1) / 2)) {j : ℕ} (hj : j < L) :
    (ν • paraB X Z j) ^ d = 1 := by
  have ht : d * (d - 1) / 2 + d * (d - 1) / 2 = d * (d - 1) := by
    have := Nat.div_mul_cancel (Nat.even_mul_pred_self d).two_dvd
    omega
  rw [smul_pow, (parafermion_powers h hj).2.2, smul_smul, hν, ← pow_add, ht, pow_mul,
    h.root, one_pow, one_smul]

/-- The inverse map for `d > 0`: on each site of the chain the shift is `a_j^(d-1) b_j`,
and the clock is the `(d-1)`-th power of the string times `a_j`. -/
theorem inverse_map (h : IsClockShiftChain L d w X Z) (hd : 0 < d) {j : ℕ} (hj : j < L) :
    paraA X Z j ^ (d - 1) * paraB X Z j = X j ∧
      shiftString X j ^ (d - 1) * paraA X Z j = Z j := by
  obtain ⟨hS, hA, _⟩ := parafermion_powers h hj
  have hd' : d - 1 + 1 = d := by omega
  constructor
  · rw [paraB, ← mul_assoc, ← pow_succ, hd', hA, one_mul]
  · rw [paraA, ← mul_assoc, ← pow_succ, hd', hS, one_mul]

/-- The clock operator of site `j` on wave functions of `d`-level configurations:
it multiplies by the phase `exp(2πi s_j / d)`. -/
def clock (d : ℕ) [NeZero d] (j : ℕ) : Module.End ℂ ((ℕ → ZMod d) → ℂ) where
  toFun ψ s := ZMod.stdAddChar (s j) * ψ s
  map_add' _ _ := funext fun _ => mul_add _ _ _
  map_smul' _ _ := funext fun _ => mul_left_comm _ _ _

/-- The shift operator of site `j` on wave functions of `d`-level configurations:
it evaluates the wave function with the level of site `j` lowered by one, modulo `d`. -/
def shift (d : ℕ) (j : ℕ) : Module.End ℂ ((ℕ → ZMod d) → ℂ) where
  toFun ψ s := ψ (s - Pi.single j 1)
  map_add' _ _ := rfl
  map_smul' _ _ := rfl

/-- The clock and shift operators on wave functions of `d`-level configurations, `d ≥ 1`,
form a clock-shift chain of any length with `w = exp(2πi/d)`. -/
theorem clockShift_witness (L d : ℕ) [NeZero d] :
    IsClockShiftChain L d (Complex.exp (2 * Real.pi * Complex.I / d))
      (shift d) (clock d) := by
  have hw : ZMod.stdAddChar (1 : ZMod d)
      = Complex.exp (2 * Real.pi * Complex.I / d) := by
    have := ZMod.stdAddChar_coe (N := d) 1
    simpa using this
  have hχ : ∀ a : ZMod d, (ZMod.stdAddChar a : ℂ) ^ d = 1 := by
    intro a
    rw [← AddChar.map_nsmul_eq_pow, nsmul_eq_mul, ZMod.natCast_self, zero_mul,
      AddChar.map_zero_eq_one]
  have hs : ∀ (j n : ℕ) (ψ : (ℕ → ZMod d) → ℂ) (s : ℕ → ZMod d),
      (shift d j ^ n) ψ s = ψ (s - n • Pi.single j 1) := by
    intro j n
    induction n with
    | zero => intro ψ s; simp
    | succ n ih =>
      intro ψ s
      rw [pow_succ, Module.End.mul_apply, ih, succ_nsmul, ← sub_sub]
      rfl
  have hc : ∀ (j n : ℕ) (ψ : (ℕ → ZMod d) → ℂ) (s : ℕ → ZMod d),
      (clock d j ^ n) ψ s = ZMod.stdAddChar (s j) ^ n * ψ s := by
    intro j n
    induction n with
    | zero => intro ψ s; simp
    | succ n ih =>
      intro ψ s
      rw [pow_succ, Module.End.mul_apply, ih, pow_succ, mul_assoc]
      rfl
  have hC : ∀ (j : ℕ) (ψ : (ℕ → ZMod d) → ℂ) (s : ℕ → ZMod d),
      clock d j ψ s = ZMod.stdAddChar (s j) * ψ s := fun _ _ _ => rfl
  have hX : ∀ (j : ℕ) (ψ : (ℕ → ZMod d) → ℂ) (s : ℕ → ZMod d),
      shift d j ψ s = ψ (s - Pi.single j 1) := fun _ _ _ => rfl
  -- lowering a level by one removes one factor `w` from the clock phase
  have hstep : ∀ a : ZMod d, (ZMod.stdAddChar a : ℂ)
      = Complex.exp (2 * Real.pi * Complex.I / d) * ZMod.stdAddChar (a - 1) := by
    intro a
    rw [← hw, ← AddChar.map_add_eq_mul, add_sub_cancel]
  refine ⟨?_, ?_, ?_, ?_, ?_, ?_, ?_⟩
  · rw [← hw, hχ]
  · intro j _
    unfold QCommute
    refine LinearMap.ext fun ψ => funext fun s => ?_
    simp only [Module.End.mul_apply, LinearMap.smul_apply, Pi.smul_apply, smul_eq_mul,
      hC, hX]
    rw [Pi.sub_apply, Pi.single_eq_same, hstep (s j), mul_assoc]
  · intro j _
    refine LinearMap.ext fun ψ => funext fun s => ?_
    have h0 : d • (Pi.single j 1 : ℕ → ZMod d) = 0 := by
      funext k
      rw [Pi.smul_apply, nsmul_eq_mul, ZMod.natCast_self, zero_mul, Pi.zero_apply]
    rw [hs, h0, sub_zero, Module.End.one_apply]
  · intro j _
    refine LinearMap.ext fun ψ => funext fun s => ?_
    rw [hc, hχ, one_mul, Module.End.one_apply]
  · intro j _ k _
    show shift d j * shift d k = shift d k * shift d j
    refine LinearMap.ext fun ψ => funext fun s => ?_
    simp only [Module.End.mul_apply, hX]
    rw [sub_right_comm]
  · intro j _ k _
    show clock d j * clock d k = clock d k * clock d j
    refine LinearMap.ext fun ψ => funext fun s => ?_
    simp only [Module.End.mul_apply, hC]
    exact mul_left_comm _ _ _
  · intro j _ k _ hjk
    show shift d j * clock d k = clock d k * shift d j
    refine LinearMap.ext fun ψ => funext fun s => ?_
    simp only [Module.End.mul_apply, hC, hX]
    rw [Pi.sub_apply, Pi.single_eq_of_ne hjk.symm, sub_zero]

end

end FradkinKadanoff
```

```lean
#print axioms FradkinKadanoff.clock_string
#print axioms FradkinKadanoff.fradkin_kadanoff
#print axioms FradkinKadanoff.rescaled_pow
#print axioms FradkinKadanoff.inverse_map
```

```
'FradkinKadanoff.clock_string' depends on axioms: [propext, Classical.choice, Quot.sound]
'FradkinKadanoff.fradkin_kadanoff' depends on axioms: [propext, Classical.choice, Quot.sound]
'FradkinKadanoff.rescaled_pow' depends on axioms: [propext, Classical.choice, Quot.sound]
'FradkinKadanoff.inverse_map' depends on axioms: [propext, Classical.choice, Quot.sound]
```

## What the Lean statements say about a qudit chain

The operators live in `A`, any ring that is an algebra over ℂ. `IsClockShiftChain L d w X Z` collects the assumed relations. The families `X` and `Z` are indexed by all natural numbers, but are constrained only for sites below `L`. `QCommute w p q` means pq = w qp, so the order of its arguments matters. `shiftString X j` is S_j, `paraA` and `paraB` are a_j and b_j, and `parafermion X Z m` is a_(m/2) for even m and b_((m−1)/2) for odd m.

`fradkin_kadanoff` gives the exchange rule for all m < n < 2L, and both d-th powers. `rescaled_pow` and `inverse_map` give the normalisation and the inverse. The root w need not be primitive, so w = 1 is admitted.

The string here consists of shifts; the usual qubit convention has a string of Z, with the roles of the two operators swapped.

`clockShift_witness` shows that the relations have a concrete solution for every L and every d ≥ 1, with w = exp(2πi/d). Its operators act on all complex functions of configurations `ℕ → ZMod d`, without an inner product. For a register of L qudits, one still has to identify `X` and `Z` with the unitary matrices on the d^L-dimensional tensor product and check the same relations there.

The result supplies the reordering phases for qudit encodings and simulations of finite open clock chains; it concerns the operator algebra alone and transforms no Hamiltonian.

## How commuting factors are carried through the proof

Mathlib's `Commute x y` is the proposition xy = yx, and it comes with lemmas that extend it to products and powers, such as `Commute.mul_right` and `Commute.pow_right`. The lemmas `dress_left` and `dress_right` use it to surround one partner of an exchange relation with factors that commute with the other partner. The phase is thus computed once, and the rest of each operator is added afterwards.

- `shiftString_commute` extends commutation from single shifts to a string, and `clock_string` proves Z_j S_k = w S_k Z_j by induction on k.
- In `fradkin_kadanoff`, `cross` dresses that relation first on the right, with Z_k X_k^t, and then on the left, with S_j and X_j^r. The exponents r and t treat all four pairs of types at once.
- `same` dresses the on-site relation with S_j to get a_j X_j = w X_j a_j, and then with a_j. `omega` splits m < n into different sites, or a_j before b_j on one site.
- `weyl_pow` is the reordering induction, with `move` for Z^n X = w^n X Z^n. `parafermion_powers` combines it with `Commute.mul_pow`, which splits the power of a commuting product.
- `clockShift_witness` checks each operator relation on a wave function at a configuration. The factor w appears because lowering a level by one removes one factor w from the clock phase.
